# Slopes of single states and of their average along state-averaged orbitals in a quadratic model

## States, orbital rotations and energies

Let x be a real nuclear displacement from a reference geometry, and let k be a real vector of orbital rotation parameters, with k = 0 the reference orbitals. Finitely many electronic states, labelled by i, share these orbitals. The energy of state i is

E_i(x,k) = a_i x + ⟨g_i,k⟩ + ½⟨k,Hk⟩ + x⟨c_i,k⟩.

Here ⟨·,·⟩ is the ordinary real dot product. The number a_i is the nuclear slope at fixed orbitals, g_i is the orbital gradient, and c_i couples the displacement to the rotations. The orbital Hessian H is symmetric positive definite and the same for all states. Each energy is counted from its value at x = 0, k = 0, which leaves slopes unchanged.

The weights w_i are real and sum to 1; they need not be positive. The averaged energy and the mean coupling are

Ē(x,k) = Σ w_i E_i(x,k),  c = Σ w_i c_i.

The orbital gradients are assumed to satisfy Σ w_i g_i = 0. Physically, the reference orbitals are already stationary for the averaged energy at x = 0, as after a converged state-averaged orbital optimization. A single g_i may still be nonzero. Positive definiteness of H says that every rotation away from the stationary point costs averaged energy, so redundant rotations must have been removed from k.

## The relaxed orbitals and the slopes along them

The claim is that, for each x, Ē has its unique minimum at

k(x) = -x H⁻¹c,

and that along k(x) the slopes at x = 0 are

state j: a_j - ⟨g_j,H⁻¹c⟩,
average: Σ w_i a_i.

To find the minimum, insert the state energies into the average. The orbital gradients cancel and the weights in front of the Hessian term add to 1:

Ē(x,k) = x Σ w_i a_i + ½⟨k,Hk⟩ + x⟨c,k⟩.

Write u = k(x), so that Hu = -xc. Then x⟨c,k⟩ = -⟨k,Hu⟩ and x⟨c,u⟩ = -⟨u,Hu⟩, which gives

Ē(x,k) - Ē(x,u) = ½⟨k,Hk⟩ - ⟨k,Hu⟩ - ½⟨u,Hu⟩ + ⟨u,Hu⟩
= ½⟨k,Hk⟩ - ⟨k,Hu⟩ + ½⟨u,Hu⟩
= ½⟨k-u,H(k-u)⟩.

The last step uses the symmetry of H. The result is positive unless k = u.

For the slope of state j, put r = H⁻¹c, so that k(x) = -xr and Hr = c. Then

E_j(x,k(x)) = a_j x - x⟨g_j,r⟩ + ½x²⟨r,c⟩ - x²⟨c_j,r⟩.

The coefficient of x is a_j - ⟨g_j,r⟩. The state's own coupling c_j enters separately only at second order; at first order it acts through the mean c.

In the weighted sum of these slopes the response terms cancel:

Σ w_j (a_j - ⟨g_j,r⟩) = Σ w_j a_j - ⟨Σ w_j g_j,r⟩ = Σ w_j a_j.

In state-averaged multiconfigurational calculations, the gradient of one state likewise contains an orbital response; the model isolates that term for quadratic energies with a common Hessian and no response of the configuration coefficients.

## Two states and one rotation in numbers

Take w_1 = w_2 = ½, H = 2, g_1 = 1, g_2 = -1, c_1 = 3, c_2 = 1, a_1 = 1 and a_2 = 4. The mean coupling is c = 2, so H⁻¹c = 1 and k(x) = -x. Indeed,

Ē(x,k) = (5/2)x + k² + 2xk = (5/2)x - x² + (k+x)².

Along k = -x the two states have energies

E_1 = x - x + x² - 3x² = -2x²,
E_2 = 4x + x + x² - x² = 5x.

Their slopes at x = 0 are 0 and 5, whereas the fixed-orbital values are 1 and 4. The first state is stationary, although its fixed-orbital slope suggests a force. The average slope is 5/2 either way.

## Orbitals that are not stationary at the start

Without Σ w_i g_i = 0, the other assumptions do not place the minimum at -x H⁻¹c. Take a single state with w = 1, a = 0 and g = H = c = 1:

E(x,k) = k + ½k² + xk.

Its minimum is at k = -1-x, not at -x. Along k = -x the energy is -x - ½x², with slope -1 at x = 0, whereas Σ w_i a_i = 0. The formula for the average slope therefore fails as well.

## The model in Lean

The type `ι` labels the states and `n` the rotation parameters. Both are finite, so a rotation is a function `n → ℝ`.

```lean
import Mathlib

open Matrix

namespace StateAveragedGradient

noncomputable section

variable {ι n : Type*} [Fintype ι] [Fintype n]
```

The state energy is transcribed term by term. The symbol `⬝ᵥ` is the dot product and `*ᵥ` applies a matrix to a vector.

```lean
/-- Energy of one state at nuclear displacement `x` and orbital rotation `k`, with nuclear
slope `a`, orbital gradient `g`, orbital Hessian `H` and nuclear-orbital coupling `c`. -/
def stateEnergy (H : Matrix n n ℝ) (a : ℝ) (g c : n → ℝ) (x : ℝ) (k : n → ℝ) : ℝ :=
  a * x + g ⬝ᵥ k + (k ⬝ᵥ H *ᵥ k) / 2 + x * (c ⬝ᵥ k)
```

All states in the average are evaluated at the same `x` and the same `k`, which expresses the sharing of orbitals.

```lean
/-- The weighted sum of the state energies, all taken with the same orbitals. -/
def averagedEnergy (H : Matrix n n ℝ) (w a : ι → ℝ) (g c : ι → n → ℝ)
    (x : ℝ) (k : n → ℝ) : ℝ :=
  ∑ i, w i * stateEnergy H (a i) (g i) (c i) x k
```

The mean coupling is a vector; `•` multiplies a vector by a number.

```lean
/-- The weighted sum of the nuclear-orbital couplings of the states. -/
def meanCoupling (w : ι → ℝ) (c : ι → n → ℝ) : n → ℝ := ∑ i, w i • c i
```

## Averaging removes the linear orbital term

The first lemma moves the dot product inside a weighted sum. Its proof writes out the components and exchanges the two finite sums.

```lean
/-- The dot product of a weighted sum of vectors with `k` is the weighted sum of their dot products
with `k`. -/
theorem weighted_dotProduct (w : ι → ℝ) (v : ι → n → ℝ) (k : n → ℝ) :
    (∑ i, w i • v i) ⬝ᵥ k = ∑ i, w i * (v i ⬝ᵥ k) := by
  simp only [dotProduct, Finset.sum_apply, Pi.smul_apply, smul_eq_mul, Finset.sum_mul,
    Finset.mul_sum]
  rw [Finset.sum_comm]
  exact Finset.sum_congr rfl fun i _ => Finset.sum_congr rfl fun j _ => by ring
```

The next theorem is the formula for Ē. The hypotheses `hw` and `hg` are the normalization of the weights and the cancellation of the gradients. In the proof, `h1` turns the latter into a statement about dot products with `k`, and `h2` sorts each weighted state energy into its four terms. Summing them and using `h1` and `hw` leaves the three terms found above. No property of `H` is needed yet.

```lean
/-- If the weights sum to one and the weighted orbital gradients cancel, the averaged energy
has no term linear in the orbital rotation alone. -/
theorem averagedEnergy_eq (H : Matrix n n ℝ) (w a : ι → ℝ) (g c : ι → n → ℝ)
    (hw : ∑ i, w i = 1) (hg : ∑ i, w i • g i = 0) (x : ℝ) (k : n → ℝ) :
    averagedEnergy H w a g c x k =
      x * ∑ i, w i * a i + (k ⬝ᵥ H *ᵥ k) / 2 + x * (meanCoupling w c ⬝ᵥ k) := by
  have h1 : ∑ i, w i * (g i ⬝ᵥ k) = 0 := by
    rw [← weighted_dotProduct, hg, zero_dotProduct]
  have h2 : ∀ i, w i * stateEnergy H (a i) (g i) (c i) x k =
      x * (w i * a i) + w i * (g i ⬝ᵥ k) + w i * ((k ⬝ᵥ H *ᵥ k) / 2)
        + x * (w i * (c i ⬝ᵥ k)) := by
    intro i
    unfold stateEnergy
    ring
  unfold averagedEnergy meanCoupling
  rw [weighted_dotProduct]
  simp only [h2, Finset.sum_add_distrib, ← Finset.mul_sum, ← Finset.sum_mul]
  rw [h1, hw]
  ring
```

## Completing the square

The relaxed orbitals are defined by their formula, and their minimum property is proved afterwards.

```lean
variable [DecidableEq n]

/-- The orbital rotation `-x H⁻¹ c`, with `c` the mean coupling, for an invertible orbital
Hessian `H`. -/
def relaxedOrbitals (H : Matrix n n ℝ) (w : ι → ℝ) (c : ι → n → ℝ) (x : ℝ) : n → ℝ :=
  -(x • (H⁻¹ *ᵥ meanCoupling w c))
```

The excess-energy identity assumes `H.PosDef`, which for a real matrix includes symmetry. The proof extracts the symmetry as `hT` and obtains the stationarity equation Hu = -xc as `hu`; positivity of the determinant supplies the invertibility of `H`. After `generalize`, the relaxed orbitals are simply called `u`. Then `hv` rewrites ⟨v,Hu⟩ as -x⟨c,v⟩ for any `v`, `hs` exchanges `u` and `k` in the Hessian form, and `hq` expands the square. The final `linear_combination` uses `hv` at `k` and at `u`, the same two substitutions as in the derivation.

```lean
/-- For a positive definite Hessian, weights summing to one and cancelling weighted orbital
gradients, the averaged energy exceeds its value at the relaxed orbitals by half the Hessian
form of the orbital deviation. -/
theorem averagedEnergy_excess {H : Matrix n n ℝ} (hH : H.PosDef) (w a : ι → ℝ)
    (g c : ι → n → ℝ) (hw : ∑ i, w i = 1) (hg : ∑ i, w i • g i = 0) (x : ℝ) (k : n → ℝ) :
    averagedEnergy H w a g c x k = averagedEnergy H w a g c x (relaxedOrbitals H w c x)
      + ((k - relaxedOrbitals H w c x) ⬝ᵥ H *ᵥ (k - relaxedOrbitals H w c x)) / 2 := by
  have hT : Hᵀ = H := by
    have h := hH.isHermitian.eq
    rwa [Matrix.conjTranspose_eq_transpose_of_trivial] at h
  -- the relaxed orbitals solve the stationarity equation `H u = -x c`
  have hu : H *ᵥ relaxedOrbitals H w c x = -(x • meanCoupling w c) := by
    unfold relaxedOrbitals
    rw [Matrix.mulVec_neg, Matrix.mulVec_smul, Matrix.mulVec_mulVec,
      Matrix.mul_nonsing_inv _ hH.det_pos.ne'.isUnit, Matrix.one_mulVec]
  rw [averagedEnergy_eq H w a g c hw hg, averagedEnergy_eq H w a g c hw hg]
  generalize relaxedOrbitals H w c x = u at hu ⊢
  have hv : ∀ v : n → ℝ, v ⬝ᵥ H *ᵥ u = -(x * (meanCoupling w c ⬝ᵥ v)) := by
    intro v
    rw [hu, dotProduct_neg, dotProduct_smul, smul_eq_mul, dotProduct_comm]
  have hs : u ⬝ᵥ H *ᵥ k = k ⬝ᵥ H *ᵥ u := by
    rw [Matrix.dotProduct_mulVec u H k, ← Matrix.mulVec_transpose, hT,
      dotProduct_comm (H *ᵥ u) k]
  have hq : (k - u) ⬝ᵥ H *ᵥ (k - u) =
      k ⬝ᵥ H *ᵥ k - 2 * (k ⬝ᵥ H *ᵥ u) + u ⬝ᵥ H *ᵥ u := by
    simp only [Matrix.mulVec_sub, sub_dotProduct, dotProduct_sub]
    rw [hs]
    ring
  rw [hq]
  linear_combination hv k - hv u
```

## The slope of one state

Here `a`, `g` and `d` are the slope, orbital gradient and coupling of the state under study, while the family `c` determines the relaxed orbitals. `HasDerivAt f s 0` says that `f` is differentiable at 0 with derivative `s`. The theorem uses neither the normalization of the weights nor the cancellation of the gradients, because it differentiates along the given formula for the orbitals, whether or not they minimize anything.

The equation `hr` is Hr = c. With it, `hE` rewrites the energy as the quadratic polynomial in `x` derived above, and the standard derivative rules give its linear coefficient at zero.

```lean
/-- For a positive definite Hessian, the energy of a single state along the relaxed orbitals
has slope `a - ⟨g, H⁻¹ c⟩` at `x = 0`, with `c` the mean coupling. -/
theorem stateEnergy_slope {H : Matrix n n ℝ} (hH : H.PosDef) (w : ι → ℝ) (c : ι → n → ℝ)
    (a : ℝ) (g d : n → ℝ) :
    HasDerivAt (fun x => stateEnergy H a g d x (relaxedOrbitals H w c x))
      (a - g ⬝ᵥ H⁻¹ *ᵥ meanCoupling w c) 0 := by
  have hr : H *ᵥ (H⁻¹ *ᵥ meanCoupling w c) = meanCoupling w c := by
    rw [Matrix.mulVec_mulVec, Matrix.mul_nonsing_inv _ hH.det_pos.ne'.isUnit,
      Matrix.one_mulVec]
  -- along the relaxed orbitals the energy is a quadratic polynomial in `x`
  have hE : (fun x => stateEnergy H a g d x (relaxedOrbitals H w c x)) = fun x : ℝ =>
      (a - g ⬝ᵥ H⁻¹ *ᵥ meanCoupling w c) * x
        + (((H⁻¹ *ᵥ meanCoupling w c) ⬝ᵥ meanCoupling w c) / 2
          - d ⬝ᵥ H⁻¹ *ᵥ meanCoupling w c) * x ^ 2 := by
    funext x
    unfold stateEnergy relaxedOrbitals
    simp only [Matrix.mulVec_neg, Matrix.mulVec_smul, hr, neg_dotProduct, dotProduct_neg,
      smul_dotProduct, dotProduct_smul, smul_eq_mul]
    ring
  rw [hE]
  have h := ((hasDerivAt_id' (0 : ℝ)).const_mul
    (a - g ⬝ᵥ H⁻¹ *ᵥ meanCoupling w c)).fun_add
      (((hasDerivAt_id' (0 : ℝ)).fun_pow 2).const_mul
        (((H⁻¹ *ᵥ meanCoupling w c) ⬝ᵥ meanCoupling w c) / 2
          - d ⬝ᵥ H⁻¹ *ᵥ meanCoupling w c))
  exact h.congr_deriv (by simp)
```

## Minimum and slopes together

The main theorem has three parts. For every `x`, any `k` different from the relaxed orbitals has strictly larger averaged energy. Every state `j` has the slope with the response term. The averaged energy along the same orbitals has slope `∑ i, w i * a i`.

For the first part, `sub_ne_zero` makes the deviation from the relaxed orbitals nonzero, so positive definiteness makes the excess energy positive. The second part is the preceding theorem. For the third, the state slopes are added with their weights, and `hg` removes the response terms.

```lean
/-- Let the Hessian be positive definite, the weights sum to one and the weighted orbital
gradients cancel. Then the relaxed orbitals are the unique minimum of the averaged energy at
every `x`; along them state `j` has slope `a_j - ⟨g_j, H⁻¹ c⟩` at `x = 0`, with `c` the mean
coupling, and the averaged energy has slope `∑ w_i a_i`. -/
theorem state_averaged_gradient {H : Matrix n n ℝ} (hH : H.PosDef) (w a : ι → ℝ)
    (g c : ι → n → ℝ) (hw : ∑ i, w i = 1) (hg : ∑ i, w i • g i = 0) :
    (∀ x k, k ≠ relaxedOrbitals H w c x →
      averagedEnergy H w a g c x (relaxedOrbitals H w c x) < averagedEnergy H w a g c x k) ∧
    (∀ j, HasDerivAt
      (fun x => stateEnergy H (a j) (g j) (c j) x (relaxedOrbitals H w c x))
      (a j - g j ⬝ᵥ H⁻¹ *ᵥ meanCoupling w c) 0) ∧
    HasDerivAt (fun x => averagedEnergy H w a g c x (relaxedOrbitals H w c x))
      (∑ i, w i * a i) 0 := by
  refine ⟨fun x k hk => ?_, fun j => stateEnergy_slope hH w c _ _ _, ?_⟩
  · have hpos := hH.dotProduct_mulVec_pos (sub_ne_zero.mpr hk)
    rw [star_trivial] at hpos
    rw [averagedEnergy_excess hH w a g c hw hg x k]
    linarith
  · have h : HasDerivAt
        (fun x => ∑ i, w i * stateEnergy H (a i) (g i) (c i) x (relaxedOrbitals H w c x))
        (∑ i, w i * (a i - g i ⬝ᵥ H⁻¹ *ᵥ meanCoupling w c)) 0 :=
      HasDerivAt.fun_sum fun i _ =>
        (stateEnergy_slope hH w c (a i) (g i) (c i)).const_mul (w i)
    -- the orbital response terms cancel in the weighted sum
    refine h.congr_deriv ?_
    simp only [mul_sub, Finset.sum_sub_distrib]
    rw [← weighted_dotProduct, hg, zero_dotProduct, sub_zero]
```

## When the fixed-orbital slope is always right

For given couplings, the fixed-orbital slope of a state is correct exactly when ⟨g,H⁻¹c⟩ = 0, which can happen even when g ≠ 0. The next theorem asks for correctness under every choice of couplings, and this holds exactly when g = 0.

If g = 0, the response term vanishes. Conversely, give all states the coupling Hg. Since the weights sum to 1, the mean coupling is also Hg, so H⁻¹c = g and the slope is a - ⟨g,g⟩. If this equals a, then ⟨g,g⟩ = 0 and g = 0. In Lean, `hm` computes the mean coupling, and uniqueness of the derivative equates the two slopes.

The gradients of the other states do not appear in this theorem. To read its orbitals as minimizers of an averaged energy, one needs a full set of gradients, including `g` for state `j`, whose weighted sum is zero.

```lean
/-- For a positive definite Hessian and weights summing to one, the energy of state `j` along
`relaxedOrbitals H w c` has the fixed-orbital slope `a` at `x = 0` for every family of couplings `c`
exactly when the orbital gradient `g` of that state vanishes. -/
theorem fixed_orbital_slope_iff {H : Matrix n n ℝ} (hH : H.PosDef) (w : ι → ℝ)
    (hw : ∑ i, w i = 1) (j : ι) (a : ℝ) (g : n → ℝ) :
    (∀ c : ι → n → ℝ, HasDerivAt
      (fun x => stateEnergy H a g (c j) x (relaxedOrbitals H w c x)) a 0) ↔ g = 0 := by
  constructor
  · intro h
    -- couplings `H g` turn the response term into the squared length of `g`
    have hs := (stateEnergy_slope hH w (fun _ => H *ᵥ g) a g (H *ᵥ g)).unique
      (h fun _ => H *ᵥ g)
    have hm : meanCoupling w (fun _ => H *ᵥ g) = H *ᵥ g := by
      unfold meanCoupling
      rw [← Finset.sum_smul, hw, one_smul]
    rw [hm, Matrix.mulVec_mulVec, Matrix.nonsing_inv_mul _ hH.det_pos.ne'.isUnit,
      Matrix.one_mulVec] at hs
    exact dotProduct_self_eq_zero.mp (by linarith)
  · intro hg c
    exact (stateEnergy_slope hH w c a g (c j)).congr_deriv
      (by rw [hg, zero_dotProduct, sub_zero])
```

## A nonzero response term

The last theorem gives concrete data that satisfy the hypotheses of the main theorem: two states of weight ½, one rotation, H = 1, gradients 1 and -1, and both couplings equal to 1. The mean coupling is 1, so the response term ⟨g_1,H⁻¹c⟩ of the first state is 1. The proof evaluates these small sums directly.

```lean
/-- Two equally weighted states with one orbital rotation, unit Hessian, orbital gradients `1` and
`-1` and unit couplings meet the hypotheses of `state_averaged_gradient`, and for the first state
`⟨g, H⁻¹ c⟩ = 1`, with `c` the mean coupling. -/
theorem state_averaged_gradient_witness :
    (1 : Matrix (Fin 1) (Fin 1) ℝ).PosDef ∧
    ∑ _i : Fin 2, (1 / 2 : ℝ) = 1 ∧
    ∑ i : Fin 2, (1 / 2 : ℝ) • (![![1], ![-1]] : Fin 2 → Fin 1 → ℝ) i = 0 ∧
    (![1] : Fin 1 → ℝ) ⬝ᵥ (1 : Matrix (Fin 1) (Fin 1) ℝ)⁻¹ *ᵥ
      meanCoupling (fun _ : Fin 2 => (1 / 2 : ℝ)) (fun _ => ![1]) = 1 := by
  refine ⟨Matrix.PosDef.one, by norm_num, ?_, ?_⟩
  · ext i
    fin_cases i
    simp [Fin.sum_univ_two]
  · norm_num [meanCoupling, Fin.sum_univ_two, dotProduct]

end

end StateAveragedGradient
```

```lean
#print axioms StateAveragedGradient.state_averaged_gradient
#print axioms StateAveragedGradient.fixed_orbital_slope_iff
```

```
'StateAveragedGradient.state_averaged_gradient' depends on axioms: [propext, Classical.choice, Quot.sound]
'StateAveragedGradient.fixed_orbital_slope_iff' depends on axioms: [propext, Classical.choice, Quot.sound]
```
